# The ground-state mean of \(xy\) for two coupled harmonic oscillators is the slope of their energy in the coupling

In units with \(\hbar=1\), let two unit-mass oscillators have the potential \(w^2(x^2+y^2)/2+cxy\), with \(|c|<w^2\). In their Gaussian ground state

\[
\langle xy\rangle=\frac14\left(\frac1u-\frac1v\right)=\frac{d}{dc}\,\frac{u+v}{2},\qquad u=\sqrt{w^2+c},\quad v=\sqrt{w^2-c}.
\]

For \(c\neq0\), of either sign, the mean coupling energy \(c\langle xy\rangle\) is negative.

## Two oscillators and their normal modes

With \(\hbar=1\) the Hamiltonian is

\[
H=-\tfrac12(\partial_x^2+\partial_y^2)+\tfrac12w^2(x^2+y^2)+cxy .
\]

Here \(x\) and \(y\) are the displacements of two model charges, one on each atom, and \(c\) stands for the dipole–dipole coupling between them. In the coordinates \((x\pm y)/\sqrt2\) the potential separates into two oscillators, with frequency \(u\) for the in-phase mode and \(v\) for the out-of-phase mode. The condition \(|c|<w^2\) says that both modes have a positive restoring force.

In this one-dimensional harmonic model, the correlation \(\langle xy\rangle\) is the source of dispersion attraction: each displacement averages to zero, but their product does not. For small \(c\) the energy falls by about \(c^2/(8|w|^3)\), which becomes an \(R^{-6}\) law when \(c\) scales as \(R^{-3}\) with the distance \(R\).

## What the theorems say

`schrodinger` states that, at every point \((x,y)\), the function
\[
\psi(x,y)=\exp\!\left(-\tfrac u4(x+y)^2-\tfrac v4(x-y)^2\right)
\]
satisfies \(H\psi=\tfrac12(u+v)\psi\). `wave_sq` identifies \(\psi^2\) with the position weight.

`hellmann_feynman` has two parts: the value of \(\langle xy\rangle\), and the statement that `groundEnergy w` has this mean as its derivative at `c`. `coupling_energy_neg` gives the sign of \(c\langle xy\rangle\).

The Lean objects correspond to the physics as follows.

- `symFreq w c` is \(u\), `antiFreq w c` is \(v\), and `groundEnergy w c` is \((u+v)/2\).
- `hamiltonian` is the differential operator \(H\), acting on real functions of two real variables.
- `wave` and `weight` are unnormalised. The normalised wavefunction is \((uv)^{1/4}\pi^{-1/2}\psi\).
- `mean` is a ratio of integrals over the plane, so the normalisation is built in.

The hypothesis `|c| < w ^ 2` excludes \(w=0\) but leaves the sign of \(w\) free. At \(c=0\) the two frequencies coincide and the mean is zero.

The file establishes the eigenvalue equation; that no lower level exists is the textbook result for two separated oscillators. The Hellmann–Feynman identity is obtained by evaluating both sides for this Hamiltonian, not from a general argument about families of eigenstates.

## The eigenvalue equation

Differentiating once in \(x\) gives \(\partial_x\psi=g\psi\) with \(g=-\tfrac u2(x+y)-\tfrac v2(x-y)\). Since \(\partial_xg=-(u+v)/2\),

\[
\partial_x^2\psi=\left(g^2-\tfrac{u+v}{2}\right)\psi .
\]

The \(y\) derivative is the same with \(g\) replaced by \(h=-\tfrac u2(x+y)+\tfrac v2(x-y)\). Because \(g^2+h^2=\tfrac12\left[u^2(x+y)^2+v^2(x-y)^2\right]\), the kinetic term is

\[
-\tfrac12(\partial_x^2+\partial_y^2)\psi=\left(\tfrac{u+v}{2}-\tfrac14\left[u^2(x+y)^2+v^2(x-y)^2\right]\right)\psi .
\]

Inserting \(u^2=w^2+c\) and \(v^2=w^2-c\) turns the last bracket, with its factor \(\tfrac14\), into \(\tfrac12w^2(x^2+y^2)+cxy\). It cancels the potential and leaves \((u+v)/2\).

## The mean of \(xy\)

Completing the square in \(y\) gives

\[
\tfrac u2(x+y)^2+\tfrac v2(x-y)^2=a(y+sx)^2+bx^2,
\]
\[
a=\frac{u+v}{2},\qquad s=\frac{u-v}{u+v},\qquad b=\frac{2uv}{u+v}.
\]

After a shift of \(y\), the inner integrals are

\[
\int e^{-a(y+sx)^2}dy=\sqrt{\pi/a},\qquad \int y\,e^{-a(y+sx)^2}dy=-sx\sqrt{\pi/a}.
\]

The factor \(\sqrt{\pi/a}\) cancels in the ratio. Integrating the total derivative of \(xe^{-bx^2}\) gives \(\int x^2e^{-bx^2}dx=\frac1{2b}\int e^{-bx^2}dx\), so

\[
\langle xy\rangle=-\frac{s}{2b}=\frac{v-u}{4uv}=\frac14\left(\frac1u-\frac1v\right).
\]

This calculation uses only \(u,v>0\).

## The slope and the sign

The square roots have derivatives \(du/dc=1/(2u)\) and \(dv/dc=-1/(2v)\). Half their sum is \((1/u-1/v)/4\), which is the mean just found.

For the sign, subtracting \(v^2=w^2-c\) from \(u^2=w^2+c\) gives \(c=(u^2-v^2)/2\), and therefore

\[
c\langle xy\rangle=-\frac{(u-v)^2(u+v)}{8uv}.
\]

This is negative unless \(u=v\), that is, unless \(c=0\).

## At the edge of stability

Take \(w=1\) and \(c=1\), so that \(|c|<w^2\) just fails. Then \(v=0\), and the weight \(\exp(-(x+y)^2/\sqrt2)\) is constant along the direction \(x-y\). Its integral over the plane diverges, so there is no normalised density. The energy \(\tfrac12(\sqrt{1+c}+\sqrt{1-c})\) also has no finite slope at \(c=1\), since \(\sqrt{1-c}\) becomes vertical there.

## The same quantities in a program

A coupled-oscillator dispersion code builds a force-constant matrix, here

\[
V=\begin{pmatrix}w^2&c\\c&w^2\end{pmatrix},
\]

diagonalises it, and takes half the sum of the square roots of the eigenvalues as the zero-point energy. The position correlations are the entries of \(\tfrac12V^{-1/2}\), whose off-diagonal entry is \(\langle xy\rangle\). Comparing that entry with a finite difference of the energy in \(c\) tests an implementation of the gradient. For \(w=1\), \(c=0.6\) both should give about \(-0.1976\).

## The Lean file

```lean
import Mathlib

open MeasureTheory Real

namespace CoupledOscillatorCorrelation

noncomputable section

/-- Frequency of the in-phase normal mode. -/
def symFreq (w c : ℝ) : ℝ := √(w ^ 2 + c)

/-- Frequency of the out-of-phase normal mode. -/
def antiFreq (w c : ℝ) : ℝ := √(w ^ 2 - c)

/-- Sum of the zero-point energies of the two normal modes. -/
def groundEnergy (w c : ℝ) : ℝ := (symFreq w c + antiFreq w c) / 2

/-- Hamiltonian of two unit-mass oscillators of frequency `w` with coupling `c x y`. -/
def hamiltonian (w c : ℝ) (ψ : ℝ → ℝ → ℝ) (x y : ℝ) : ℝ :=
  -(deriv (deriv (fun r => ψ r y)) x + deriv (deriv (fun r => ψ x r)) y) / 2
    + (w ^ 2 * (x ^ 2 + y ^ 2) / 2 + c * x * y) * ψ x y

/-- Unnormalised Gaussian wavefunction with mode frequencies `u` and `v`. -/
def wave (u v x y : ℝ) : ℝ := exp (-u * (x + y) ^ 2 / 4 - v * (x - y) ^ 2 / 4)

/-- Unnormalised Gaussian position density with mode frequencies `u` and `v`. -/
def weight (u v : ℝ) (p : ℝ × ℝ) : ℝ :=
  exp (-u * (p.1 + p.2) ^ 2 / 2 - v * (p.1 - p.2) ^ 2 / 2)

/-- Mean of a function of the two positions under the normalised density. -/
def mean (u v : ℝ) (f : ℝ × ℝ → ℝ) : ℝ :=
  (∫ p, f p * weight u v p) / ∫ p, weight u v p

/-- The position density is the square of the wavefunction. -/
theorem wave_sq (u v x y : ℝ) : wave u v x y ^ 2 = weight u v (x, y) := by
  simp only [wave, weight]
  rw [sq, ← Real.exp_add]
  congr 1
  ring

lemma wave_second_deriv (u v x y : ℝ) : deriv (deriv (fun r => wave u v r y)) x =
    ((-u * (x + y) / 2 - v * (x - y) / 2) ^ 2 - (u + v) / 2) * wave u v x y := by
  have h1 : ∀ s, HasDerivAt (fun r => wave u v r y)
      ((-u * (s + y) / 2 - v * (s - y) / 2) * wave u v s y) s := by
    intro s
    have a := ((hasDerivAt_id' s).add_const y).fun_pow 2
    have b := ((hasDerivAt_id' s).sub_const y).fun_pow 2
    have e : HasDerivAt (fun r => -u * (r + y) ^ 2 / 4 - v * (r - y) ^ 2 / 4)
        (-u * (s + y) / 2 - v * (s - y) / 2) s :=
      (((a.const_mul (-u)).div_const 4).fun_sub ((b.const_mul v).div_const 4)).congr_deriv
        (by ring)
    exact e.exp.congr_deriv (by simp only [wave]; ring)
  have e : deriv (fun r => wave u v r y) =
      fun s => (-u * (s + y) / 2 - v * (s - y) / 2) * wave u v s y :=
    funext fun s => (h1 s).deriv
  have l : HasDerivAt (fun s => -u * (s + y) / 2 - v * (s - y) / 2) (-u / 2 - v / 2) x :=
    (((((hasDerivAt_id' x).add_const y).const_mul (-u)).div_const 2).fun_sub
      ((((hasDerivAt_id' x).sub_const y).const_mul v).div_const 2)).congr_deriv (by ring)
  rw [e, (l.fun_mul (h1 x)).deriv]
  ring

/-- The Gaussian with the normal-mode frequencies solves the stationary Schrödinger equation
of the coupled pair, with energy equal to the sum of the zero-point energies. -/
theorem schrodinger {w c : ℝ} (hc : |c| < w ^ 2) (x y : ℝ) :
    hamiltonian w c (wave (symFreq w c) (antiFreq w c)) x y =
      groundEnergy w c * wave (symFreq w c) (antiFreq w c) x y := by
  obtain ⟨h1, h2⟩ := abs_lt.mp hc
  have hu : symFreq w c ^ 2 = w ^ 2 + c := Real.sq_sqrt (by linarith)
  have hv : antiFreq w c ^ 2 = w ^ 2 - c := Real.sq_sqrt (by linarith)
  unfold hamiltonian groundEnergy
  generalize symFreq w c = u at *
  generalize antiFreq w c = v at *
  -- the wavefunction is symmetric under exchange of the oscillators
  have swap : ∀ r s, wave u v r s = wave u v s r := by
    intro r s
    unfold wave
    congr 1
    ring
  have e : (fun r => wave u v x r) = fun r => wave u v r x := funext fun r => swap x r
  rw [e, wave_second_deriv, wave_second_deriv, swap y x]
  linear_combination (-(x + y) ^ 2 / 4 * wave u v x y) * hu
    + (-(x - y) ^ 2 / 4 * wave u v x y) * hv

/-- First and second moments of a centred Gaussian on the line. -/
theorem gaussian_moments {b : ℝ} (hb : 0 < b) :
    (∫ x : ℝ, x * exp (-b * x ^ 2)) = 0 ∧
      (∫ x : ℝ, x ^ 2 * exp (-b * x ^ 2)) = √(π / b) / (2 * b) := by
  have i0 := integrable_exp_neg_mul_sq hb
  have i1 := integrable_mul_exp_neg_mul_sq hb
  have i2 : Integrable (fun x : ℝ => x ^ 2 * exp (-b * x ^ 2)) := by
    have h := integrable_rpow_mul_exp_neg_mul_sq hb (s := 2) (by norm_num)
    simpa only [Real.rpow_two] using h
  have hq : ∀ x : ℝ, HasDerivAt (fun t : ℝ => -b * t ^ 2) (-b * (2 * x)) x := fun x =>
    ((hasDerivAt_pow 2 x).const_mul (-b)).congr_deriv (by ring)
  constructor
  · -- the integrand is a total derivative
    have h := integral_eq_zero_of_hasDerivAt_of_integrable
      (f' := fun x : ℝ => -(2 * b) * (x * exp (-b * x ^ 2)))
      (fun x => (hq x).exp.congr_deriv (by ring)) (i1.const_mul _) i0
    rw [integral_const_mul] at h
    exact (mul_eq_zero.mp h).resolve_left (by linarith)
  · have h := integral_eq_zero_of_hasDerivAt_of_integrable
      (f' := fun x : ℝ => exp (-b * x ^ 2) - 2 * b * (x ^ 2 * exp (-b * x ^ 2)))
      (fun x => ((hasDerivAt_id' x).fun_mul (hq x).exp).congr_deriv (by ring))
      (i0.sub (i2.const_mul _)) i1
    rw [integral_sub i0 (i2.const_mul _), integral_const_mul, integral_gaussian] at h
    rw [eq_div_iff (by positivity)]
    linear_combination -h

lemma gaussian_shift {a : ℝ} (ha : 0 < a) (s : ℝ) :
    (∫ y : ℝ, exp (-a * (y + s) ^ 2)) = √(π / a) ∧
      (∫ y : ℝ, y * exp (-a * (y + s) ^ 2)) = -s * √(π / a) := by
  constructor
  · exact (integral_add_right_eq_self (fun t : ℝ => exp (-a * t ^ 2)) s).trans
      (integral_gaussian a)
  · have h := integral_add_right_eq_self (μ := volume)
      (fun t : ℝ => (t - s) * exp (-a * t ^ 2)) s
    simp only [add_sub_cancel_right] at h
    rw [h]
    simp only [sub_mul]
    rw [integral_sub (integrable_mul_exp_neg_mul_sq ha)
      ((integrable_exp_neg_mul_sq ha).const_mul s), integral_const_mul, integral_gaussian,
      (gaussian_moments ha).1]
    ring

lemma weight_integrable {u v : ℝ} (hu : 0 < u) (hv : 0 < v) :
    Integrable (weight u v) ((volume : Measure ℝ).prod volume) ∧
      Integrable (fun p : ℝ × ℝ => p.1 * p.2 * weight u v p)
        ((volume : Measure ℝ).prod volume) := by
  obtain ⟨m, hm, hmu, hmv⟩ : ∃ m : ℝ, 0 < m ∧ m ≤ u ∧ m ≤ v :=
    ⟨min u v, lt_min hu hv, min_le_left _ _, min_le_right _ _⟩
  -- the softer mode gives a dominating product Gaussian
  have le : ∀ p : ℝ × ℝ, weight u v p ≤ exp (-m * p.1 ^ 2) * exp (-m * p.2 ^ 2) := by
    intro p
    unfold weight
    rw [← Real.exp_add]
    apply Real.exp_le_exp.mpr
    nlinarith [mul_nonneg (sub_nonneg.mpr hmu) (sq_nonneg (p.1 + p.2)),
      mul_nonneg (sub_nonneg.mpr hmv) (sq_nonneg (p.1 - p.2))]
  have pos : ∀ p, 0 < weight u v p := fun p => Real.exp_pos _
  have cont : Continuous (weight u v) := by unfold weight; fun_prop
  have i0 := integrable_exp_neg_mul_sq hm
  have i1 := integrable_mul_exp_neg_mul_sq hm
  constructor
  · refine (i0.mul_prod i0).mono' cont.aestronglyMeasurable (ae_of_all _ fun p => ?_)
    rw [Real.norm_eq_abs, abs_of_pos (pos p)]
    exact le p
  · refine (i1.mul_prod i1).mono
      ((continuous_fst.mul continuous_snd).mul cont).aestronglyMeasurable
      (ae_of_all _ fun p => ?_)
    have e : p.1 * exp (-m * p.1 ^ 2) * (p.2 * exp (-m * p.2 ^ 2)) =
        p.1 * p.2 * (exp (-m * p.1 ^ 2) * exp (-m * p.2 ^ 2)) := by ring
    rw [e, norm_mul, norm_mul (p.1 * p.2)]
    refine mul_le_mul_of_nonneg_left ?_ (norm_nonneg _)
    rw [Real.norm_eq_abs, Real.norm_eq_abs, abs_of_pos (pos p), abs_of_pos (by positivity)]
    exact le p

/-- Mean product of the two displacements in a Gaussian state with any positive mode
frequencies `u` and `v`. -/
theorem mean_product {u v : ℝ} (hu : 0 < u) (hv : 0 < v) :
    mean u v (fun p => p.1 * p.2) = (1 / u - 1 / v) / 4 := by
  have huv : 0 < u + v := by linarith
  have ha : 0 < (u + v) / 2 := by linarith
  have hb : 0 < 2 * u * v / (u + v) := by positivity
  -- complete the square in the second displacement
  have split : ∀ x y, weight u v (x, y) = exp (-(2 * u * v / (u + v)) * x ^ 2) *
      exp (-((u + v) / 2) * (y + (u - v) / (u + v) * x) ^ 2) := by
    intro x y
    simp only [weight]
    rw [← Real.exp_add]
    congr 1
    field_simp
    ring
  have z : ∀ x, ∫ y, weight u v (x, y) =
      √(π / ((u + v) / 2)) * exp (-(2 * u * v / (u + v)) * x ^ 2) := by
    intro x
    simp only [split]
    rw [integral_const_mul, (gaussian_shift ha _).1]
    ring
  have n : ∀ x, ∫ y, x * y * weight u v (x, y) = -((u - v) / (u + v) * √(π / ((u + v) / 2))) *
      (x ^ 2 * exp (-(2 * u * v / (u + v)) * x ^ 2)) := by
    intro x
    have e : ∀ y, x * y * weight u v (x, y) = (x * exp (-(2 * u * v / (u + v)) * x ^ 2)) *
        (y * exp (-((u + v) / 2) * (y + (u - v) / (u + v) * x) ^ 2)) := by
      intro y
      rw [split]
      ring
    simp only [e]
    rw [integral_const_mul, (gaussian_shift ha _).2]
    ring
  unfold mean
  rw [Measure.volume_eq_prod, integral_prod _ (weight_integrable hu hv).2,
    integral_prod _ (weight_integrable hu hv).1]
  simp only [z, n]
  rw [integral_const_mul, integral_const_mul, (gaussian_moments hb).2, integral_gaussian]
  have hA : √(π / ((u + v) / 2)) ≠ 0 := by positivity
  have hB : √(π / (2 * u * v / (u + v))) ≠ 0 := by positivity
  generalize √(π / ((u + v) / 2)) = A at *
  generalize √(π / (2 * u * v / (u + v))) = B at *
  field_simp
  ring

/-- Hellmann–Feynman identity for the coupled pair: the mean of `x y` is
`(1/u - 1/v)/4`, and it is the derivative of the ground energy in the coupling. -/
theorem hellmann_feynman {w c : ℝ} (hc : |c| < w ^ 2) :
    mean (symFreq w c) (antiFreq w c) (fun p => p.1 * p.2) =
        (1 / symFreq w c - 1 / antiFreq w c) / 4 ∧
      HasDerivAt (groundEnergy w)
        (mean (symFreq w c) (antiFreq w c) (fun p => p.1 * p.2)) c := by
  obtain ⟨h1, h2⟩ := abs_lt.mp hc
  have pu : 0 < w ^ 2 + c := by linarith
  have pv : 0 < w ^ 2 - c := by linarith
  have hm := mean_product (u := symFreq w c) (v := antiFreq w c)
    (Real.sqrt_pos.mpr pu) (Real.sqrt_pos.mpr pv)
  refine ⟨hm, ?_⟩
  rw [hm]
  have du := ((hasDerivAt_id' c).const_add (w ^ 2)).sqrt pu.ne'
  have dv := ((hasDerivAt_id' c).const_sub (w ^ 2)).sqrt pv.ne'
  exact ((du.fun_add dv).div_const 2).congr_deriv (by simp only [symFreq, antiFreq]; ring)

/-- For every nonzero coupling `c` with `|c| < w ^ 2`, of either sign, the mean coupling energy is
negative. -/
theorem coupling_energy_neg {w c : ℝ} (hc : |c| < w ^ 2) (h0 : c ≠ 0) :
    c * mean (symFreq w c) (antiFreq w c) (fun p => p.1 * p.2) < 0 := by
  obtain ⟨h1, h2⟩ := abs_lt.mp hc
  rw [(hellmann_feynman hc).1]
  have pu : 0 < symFreq w c := Real.sqrt_pos.mpr (by linarith)
  have pv : 0 < antiFreq w c := Real.sqrt_pos.mpr (by linarith)
  have hu : symFreq w c ^ 2 = w ^ 2 + c := Real.sq_sqrt (by linarith)
  have hv : antiFreq w c ^ 2 = w ^ 2 - c := Real.sq_sqrt (by linarith)
  generalize symFreq w c = u at *
  generalize antiFreq w c = v at *
  have hcuv : c = (u - v) * (u + v) / 2 := by linear_combination (hv - hu) / 2
  have hne : u - v ≠ 0 := by
    intro h
    apply h0
    rw [hcuv, h]
    ring
  -- the coupling energy is minus a manifestly positive quantity
  have e : c * ((1 / u - 1 / v) / 4) = -((u - v) ^ 2 * (u + v) / (8 * u * v)) := by
    rw [hcuv]
    field_simp
    ring
  rw [e]
  have : 0 < (u - v) ^ 2 * (u + v) / (8 * u * v) := by positivity
  linarith

end

end CoupledOscillatorCorrelation
```

```lean
#print axioms CoupledOscillatorCorrelation.wave_sq
#print axioms CoupledOscillatorCorrelation.schrodinger
#print axioms CoupledOscillatorCorrelation.coupling_energy_neg
```

```
'CoupledOscillatorCorrelation.wave_sq' depends on axioms: [propext, Classical.choice, Quot.sound]
'CoupledOscillatorCorrelation.schrodinger' depends on axioms: [propext, Classical.choice, Quot.sound]
'CoupledOscillatorCorrelation.coupling_energy_neg' depends on axioms: [propext, Classical.choice, Quot.sound]
```

## How the proof follows the calculation

**Eigenvalue equation.** `wave_second_deriv` computes \(\partial_x^2\psi\) through the factor \(g\). In `schrodinger`, the local fact `swap` says that \(\psi\) is unchanged when the oscillators are exchanged, so the same lemma supplies the \(y\) derivative. The final `linear_combination` inserts \(u^2=w^2+c\) and \(v^2=w^2-c\), with the coefficients that make the quadratic terms cancel.

**Integrals on the line.** `gaussian_moments` obtains the first and second moments from the vanishing integral of a total derivative. `gaussian_shift` translates the variable to get the two inner integrals over \(y\).

**Integrability on the plane.** The lemma `integral_prod`, which turns a plane integral into an iterated one, has integrability as a hypothesis, and `weight_integrable` provides it. With \(m=\min(u,v)\),

\[
\tfrac u2(x+y)^2+\tfrac v2(x-y)^2\ge m(x^2+y^2),
\]

so the weight lies below a product of two one-dimensional Gaussians. The same bound, multiplied by \(|xy|\), covers the numerator of the mean.

**The mean.** In `mean_product`, `split` is the completed square, while `z` and `n` are the inner integrals for the norm and the numerator. `integral_prod` performs the iterated integration. The two remaining square roots are then replaced by nonzero symbols `A` and `B`, which `field_simp` and `ring` cancel from the ratio.

**Slope and sign.** `hellmann_feynman` applies `mean_product` to the normal-mode frequencies, then differentiates the two square roots; the hypothesis on \(c\) keeps their arguments away from zero. `coupling_energy_neg` rewrites \(c\) as \((u-v)(u+v)/2\) and arrives at the negative expression derived above. The condition \(c\neq0\) enters through `hne`, which states \(u-v\neq0\) and makes the inequality strict.
